# For a four times continuously differentiable energy, the Williams transition-state estimate errs by δ⁴/216 times a fourth derivative

To obtain an ionisation energy from orbital energies at fractional occupation, one must first say what the energy of a system with a fractional number of electrons is. Here it is a real function $E$ of one real variable, the electron number or the occupation of one orbital, with four continuous derivatives on the whole real line. Its slope $E'$ plays the part of the orbital energy.

Let the system start at electron number $N$ and let $\delta$ be the number of electrons added, negative for ionisation. The Williams estimate of the energy change is
$$W=\frac{\delta}{4}\left[E'(N)+3E'\!\left(N+\tfrac{2}{3}\delta\right)\right].$$
For some $s$ with $0<s<1$,
$$E(N+\delta)-E(N)-W=\frac{\delta^4}{216}\,E''''(N+\delta s).$$

Since $\delta^4$ is positive for every nonzero transfer, a fourth derivative of fixed sign between the two electron numbers fixes the sign of the error. If it is positive, the estimate lies below the true change; if it is negative, above. If $|E''''|\le M$ there, the error is at most $M\delta^4/216$ in size.

## Orbital energies at occupations 1 and 1/3

A density-functional code can use the Williams estimate $W$ to obtain a core or valence ionisation energy from two eigenvalues; the error result applies when the energy is a smooth function of the single occupation being changed. Let $n$ be the occupation of the chosen spin orbital and $\varepsilon(n)$ its eigenvalue. The calculation runs as follows.

1. Converge the self-consistent field at $n=1$ and record $\varepsilon(1)$.
2. Set the occupation to $n=1/3$, let all orbitals relax, and record $\varepsilon(1/3)$.
3. Report the ionisation energy as $-[\varepsilon(1)+3\varepsilon(1/3)]/4$.

This is the case $N=1$, $\delta=-1$, with $E(n)$ the converged total energy and $E'(n)=\varepsilon(n)$. The reported number is too low if $E''''>0$ for all occupations between 0 and 1, and too high if $E''''<0$ there. For electron attachment, a fourth derivative of the same sign along that path gives the energy change the same error sign, but the electron affinity is minus that change, so its error has the opposite sign.

## From a tangent remainder to the factor 1/216

Put the transfer on the unit interval by setting $F(t)=E(N+\delta t)$. The chain rule gives $F^{(k)}(t)=\delta^kE^{(k)}(N+\delta t)$ for $k\le4$. It is therefore enough to find the error for $F$ between 0 and 1.

The tool is Cauchy's mean value theorem. If $f$ is differentiable and $f(a)=0$, comparing $f$ with $(x-a)^{n+1}$, where $n$ is now a non-negative integer, gives a point $c$ between $a$ and $b>a$ with
$$\frac{f(b)}{(b-a)^{n+1}}=\frac{f'(c)}{(n+1)(c-a)^n}.$$

First apply it to the error of a tangent, $\psi(u)=G(u)-G(a)-(u-a)G'(a)$, for a twice differentiable $G$. Both $\psi$ and $\psi'(u)=G'(u)-G'(a)$ vanish at $a$. Comparing $\psi$ with the square and $\psi'$ with the first power gives points $d$ in $(a,b)$ and $x$ in $(a,d)$ such that
$$\frac{\psi(b)}{(b-a)^2}=\frac{\psi'(d)}{2(d-a)}=\frac{G''(x)}{2}.$$

Now let $\varphi(h)$ be the Williams error for a transfer of size $h$ along the path:
$$\varphi(h)=F(h)-F(0)-\frac h4\left[F'(0)+3F'\!\left(\tfrac{2h}{3}\right)\right].$$
Differentiating once,
$$\varphi'(h)=F'(h)-\frac14\left[F'(0)+3F'\!\left(\tfrac{2h}{3}\right)\right]-\frac h2F''\!\left(\tfrac{2h}{3}\right).$$
In the second derivative, the bracket and the last term each contribute $-\tfrac12F''(2h/3)$, so
$$\varphi''(h)=F''(h)-F''\!\left(\tfrac{2h}{3}\right)-\frac h3F'''\!\left(\tfrac{2h}{3}\right).$$
This is the error at $h$ of the tangent to $F''$ drawn at $2h/3$. The distance between the two points is $h/3$, so the tangent formula with $G=F''$ gives
$$\varphi''(h)=\frac12\left(\frac h3\right)^2F''''(s)=\frac{h^2}{18}F''''(s),\qquad \tfrac{2h}{3}<s<h.$$

Since $\varphi(0)=\varphi'(0)=0$, comparison with $h^4$ and then with $h^3$ gives $0<d<c<1$ such that
$$\varphi(1)=\frac{\varphi'(c)}{4c^3}=\frac14\cdot\frac{\varphi''(d)}{3d^2}=\frac{1}{12}\cdot\frac{1}{18}F''''(s)=\frac{F''''(s)}{216}.$$
Here $s$ lies between $2d/3$ and $d$, hence inside the unit interval. Substituting $F''''(s)=\delta^4E''''(N+\delta s)$ gives the general formula. For $\delta=0$ both sides are zero.

## Definitions, lemmas and theorems in Lean

```lean
import Mathlib

open Set

namespace WilliamsTransitionState

noncomputable section

/-- The Williams estimate of the energy change when `δ` electrons are added to a system with
`N` electrons: `δ` times the weighted mean of the slopes of `E` at the start and at two thirds
of the way. -/
def williamsEstimate (E : ℝ → ℝ) (N δ : ℝ) : ℝ :=
  δ * (deriv E N + 3 * deriv E (N + δ * (2 / 3))) / 4

/-- The Williams error: the true energy change minus the Williams estimate. -/
def williamsError (E : ℝ → ℝ) (N δ : ℝ) : ℝ :=
  E (N + δ) - E N - williamsEstimate E N δ

/-- Chain rule along a linear charging path `t ↦ a + b t`, for a differentiable `G`. -/
theorem hasDerivAt_path {G G' : ℝ → ℝ} (hG : ∀ x, HasDerivAt G (G' x) x) (a b t : ℝ) :
    HasDerivAt (fun u => G (a + b * u)) (b * G' (a + b * t)) t := by
  have hl : HasDerivAt (fun u : ℝ => a + b * u) b t := by
    simpa only [mul_one] using ((hasDerivAt_id' t).const_mul b).const_add a
  exact ((hG (a + b * t)).comp t hl).congr_deriv (by ring)

/-- A differentiable function that vanishes at `a` is compared with the power `(x - a)^(n+1)`:
the ratio of their values at `b > a` is the ratio of their slopes at a point in between. -/
theorem power_mean_value {f f' : ℝ → ℝ} (hf : ∀ x, HasDerivAt f (f' x) x) (n : ℕ)
    {a b : ℝ} (hab : a < b) (h0 : f a = 0) :
    ∃ c ∈ Ioo a b, f b * (((n : ℝ) + 1) * (c - a) ^ n) = (b - a) ^ (n + 1) * f' c := by
  have hg : ∀ x, HasDerivAt (fun y : ℝ => (y - a) ^ (n + 1))
      (((n : ℝ) + 1) * (x - a) ^ n) x := fun x =>
    (((hasDerivAt_id' x).sub_const a).fun_pow (n + 1)).congr_deriv (by simp)
  obtain ⟨c, hc, h⟩ := exists_ratio_hasDerivAt_eq_ratio_slope f f' hab
    (fun x _ => (hf x).continuousAt.continuousWithinAt) (fun x _ => hf x)
    (fun y : ℝ => (y - a) ^ (n + 1)) (fun x => ((n : ℝ) + 1) * (x - a) ^ n)
    (fun x _ => (hg x).continuousAt.continuousWithinAt) (fun x _ => hg x)
  have hz : (a - a) ^ (n + 1) = 0 := by simp
  simp only [h0, hz, sub_zero] at h
  exact ⟨c, hc, by linear_combination -h⟩

/-- For a twice differentiable `G` and `a < b`, the error of the tangent at `a` is
`(b - a)²/2` times the second derivative at a point in between. -/
theorem tangent_remainder {G G1 G2 : ℝ → ℝ} (hG : ∀ x, HasDerivAt G (G1 x) x)
    (hG1 : ∀ x, HasDerivAt G1 (G2 x) x) {a b : ℝ} (hab : a < b) :
    ∃ x ∈ Ioo a b, G b - G a - (b - a) * G1 a = (b - a) ^ 2 / 2 * G2 x := by
  have hψ : ∀ t, HasDerivAt (fun u => G u - G a - (u - a) * G1 a) (G1 t - G1 a) t := fun t =>
    (((hG t).sub_const (G a)).fun_sub
      (((hasDerivAt_id' t).sub_const a).mul_const (G1 a))).congr_deriv (by ring)
  have hψ1 : ∀ t, HasDerivAt (fun u => G1 u - G1 a) (G2 t) t := fun t =>
    (hG1 t).sub_const (G1 a)
  obtain ⟨d, hd, h1⟩ := power_mean_value hψ 1 hab (by ring)
  obtain ⟨x, hx, h2⟩ := power_mean_value hψ1 0 hd.1 (by ring)
  push_cast at h1 h2
  refine ⟨x, ⟨hx.1, hx.2.trans hd.2⟩, ?_⟩
  have hne : d - a ≠ 0 := sub_ne_zero.mpr hd.1.ne'
  apply mul_left_cancel₀ hne
  linear_combination (1 / 2) * h1 + (b - a) ^ 2 / 2 * h2

/-- The error formula on the unit interval, for a function `E` with successive derivatives
`E1`, `E2`, `E3`, `E4`. -/
theorem unit_error {E E1 E2 E3 E4 : ℝ → ℝ} (h1 : ∀ x, HasDerivAt E (E1 x) x)
    (h2 : ∀ x, HasDerivAt E1 (E2 x) x) (h3 : ∀ x, HasDerivAt E2 (E3 x) x)
    (h4 : ∀ x, HasDerivAt E3 (E4 x) x) :
    ∃ s ∈ Ioo (0 : ℝ) 1, E 1 - E 0 - (E1 0 + 3 * E1 (2 / 3)) / 4 = E4 s / 216 := by
  have s1 : ∀ x, HasDerivAt (fun u => E1 (2 / 3 * u)) (2 / 3 * E2 (2 / 3 * x)) x := fun x => by
    simpa only [zero_add] using hasDerivAt_path h2 0 (2 / 3) x
  have s2 : ∀ x, HasDerivAt (fun u => E2 (2 / 3 * u)) (2 / 3 * E3 (2 / 3 * x)) x := fun x => by
    simpa only [zero_add] using hasDerivAt_path h3 0 (2 / 3) x
  -- the error as a function of the transferred charge, and its first two derivatives
  have hφ : ∀ x, HasDerivAt (fun u => E u - E 0 - u * (E1 0 + 3 * E1 (2 / 3 * u)) / 4)
      (E1 x - (E1 0 + 3 * E1 (2 / 3 * x)) / 4 - x / 2 * E2 (2 / 3 * x)) x := fun x =>
    (((h1 x).sub_const (E 0)).fun_sub (((hasDerivAt_id' x).fun_mul
      (((s1 x).const_mul 3).const_add (E1 0))).div_const 4)).congr_deriv (by ring)
  have hφ1 : ∀ x, HasDerivAt
      (fun u => E1 u - (E1 0 + 3 * E1 (2 / 3 * u)) / 4 - u / 2 * E2 (2 / 3 * u))
      (E2 x - E2 (2 / 3 * x) - x / 3 * E3 (2 / 3 * x)) x := fun x =>
    (((h2 x).fun_sub ((((s1 x).const_mul 3).const_add (E1 0)).div_const 4)).fun_sub
      (((hasDerivAt_id' x).div_const 2).fun_mul (s2 x))).congr_deriv (by ring)
  obtain ⟨c, hc, e1⟩ := power_mean_value hφ 3 one_pos (by ring)
  obtain ⟨d, hd, e2⟩ := power_mean_value hφ1 2 hc.1 (by simp only [mul_zero]; ring)
  -- the second derivative is the error of a tangent drawn at two thirds of the way
  have hlt : 2 / 3 * d < d := by linarith [hd.1]
  obtain ⟨s, hs, e3⟩ := tangent_remainder h3 h4 hlt
  push_cast at e1 e2
  simp only [mul_one] at e1
  refine ⟨s, ⟨by linarith [hs.1, hd.1], by linarith [hs.2, hd.2, hc.2]⟩, ?_⟩
  have hc0 : 0 < c := hc.1
  have hd0 : 0 < d := hd.1
  have hne : 12 * c ^ 3 * d ^ 2 ≠ 0 := by positivity
  apply mul_left_cancel₀ hne
  linear_combination 3 * d ^ 2 * e1 + e2 + c ^ 3 * e3

/-- For an energy four times continuously differentiable in the electron number, the Williams
error for a transfer of `δ` electrons is `δ⁴/216` times the fourth derivative of the energy
at an intermediate electron number. -/
theorem williams_error_formula {E : ℝ → ℝ} (hE : ContDiff ℝ 4 E) (N δ : ℝ) :
    ∃ s ∈ Ioo (0 : ℝ) 1,
      williamsError E N δ = δ ^ 4 * iteratedDeriv 4 E (N + δ * s) / 216 := by
  have hk : ∀ k : ℕ, k < 4 → ∀ x,
      HasDerivAt (iteratedDeriv k E) (iteratedDeriv (k + 1) E x) x := by
    intro k hk x
    rw [iteratedDeriv_succ]
    exact (hE.differentiable_iteratedDeriv k (by exact_mod_cast hk) x).hasDerivAt
  -- each derivative along the charging path brings down one factor of δ
  have hF : ∀ k : ℕ, k < 4 → ∀ t,
      HasDerivAt (fun u => δ ^ k * iteratedDeriv k E (N + δ * u))
        (δ ^ (k + 1) * iteratedDeriv (k + 1) E (N + δ * t)) t := fun k h t =>
    ((hasDerivAt_path (hk k h) N δ t).const_mul (δ ^ k)).congr_deriv (by ring)
  obtain ⟨s, hs, h⟩ := unit_error (hF 0 (by norm_num)) (hF 1 (by norm_num))
    (hF 2 (by norm_num)) (hF 3 (by norm_num))
  simp only [Nat.reduceAdd, zero_add, iteratedDeriv_zero, iteratedDeriv_one, pow_zero,
    pow_one, one_mul, mul_zero, mul_one, add_zero] at h
  refine ⟨s, hs, ?_⟩
  unfold williamsError williamsEstimate
  linear_combination h

/-- Filling an empty orbital with one electron: for a four times continuously differentiable
energy, the Williams error is the fourth derivative at some occupation in `(0, 1)`, over 216. -/
theorem williams_error_unit {E : ℝ → ℝ} (hE : ContDiff ℝ 4 E) :
    ∃ x ∈ Ioo (0 : ℝ) 1,
      E 1 - E 0 - (deriv E 0 + 3 * deriv E (2 / 3)) / 4 = iteratedDeriv 4 E x / 216 := by
  obtain ⟨s, hs, h⟩ := williams_error_formula hE 0 1
  simp only [williamsError, williamsEstimate, zero_add, one_mul, one_pow] at h
  exact ⟨s, hs, h⟩

/-- Removing one electron from `N`: for a four times continuously differentiable energy, the
ionisation energy plus the weighted mean of the slopes at `N` and `N - 2/3` is the fourth
derivative at some electron number between `N - 1` and `N`, over 216. -/
theorem ionisation_error {E : ℝ → ℝ} (hE : ContDiff ℝ 4 E) (N : ℝ) :
    ∃ x ∈ Ioo (N - 1) N,
      E (N - 1) - E N + (deriv E N + 3 * deriv E (N - 2 / 3)) / 4
        = iteratedDeriv 4 E x / 216 := by
  obtain ⟨s, hs, h⟩ := williams_error_formula hE N (-1)
  unfold williamsError williamsEstimate at h
  rw [show N + -1 = N - 1 by ring, show N + -1 * (2 / 3) = N - 2 / 3 by ring] at h
  refine ⟨N + -1 * s, ⟨by linarith [hs.2], by linarith [hs.1]⟩, ?_⟩
  linear_combination h

/-- If the fourth derivative of a four times continuously differentiable energy is positive
between the two electron numbers, the Williams estimate lies below the true energy change
of a nonzero charge transfer. -/
theorem estimate_lt_of_pos {E : ℝ → ℝ} (hE : ContDiff ℝ 4 E) {N δ : ℝ} (hδ : δ ≠ 0)
    (h4 : ∀ s ∈ Ioo (0 : ℝ) 1, 0 < iteratedDeriv 4 E (N + δ * s)) :
    williamsEstimate E N δ < E (N + δ) - E N := by
  obtain ⟨s, hs, h⟩ := williams_error_formula hE N δ
  have hd : 0 < δ ^ 4 := by positivity
  have hp := mul_pos hd (h4 s hs)
  unfold williamsError at h
  linarith

/-- If the fourth derivative of a four times continuously differentiable energy is negative
between the two electron numbers, the Williams estimate lies above the true energy change
of a nonzero charge transfer. -/
theorem lt_estimate_of_neg {E : ℝ → ℝ} (hE : ContDiff ℝ 4 E) {N δ : ℝ} (hδ : δ ≠ 0)
    (h4 : ∀ s ∈ Ioo (0 : ℝ) 1, iteratedDeriv 4 E (N + δ * s) < 0) :
    E (N + δ) - E N < williamsEstimate E N δ := by
  obtain ⟨s, hs, h⟩ := williams_error_formula hE N δ
  have hd : 0 < δ ^ 4 := by positivity
  have hp := mul_neg_of_pos_of_neg hd (h4 s hs)
  unfold williamsError at h
  linarith

/-- If the fourth derivative of a four times continuously differentiable energy is at most `M`
in size between the two electron numbers, the Williams error is at most `M δ⁴/216` in size. -/
theorem abs_error_le {E : ℝ → ℝ} (hE : ContDiff ℝ 4 E) {N δ M : ℝ}
    (hM : ∀ s ∈ Ioo (0 : ℝ) 1, |iteratedDeriv 4 E (N + δ * s)| ≤ M) :
    |williamsError E N δ| ≤ M * δ ^ 4 / 216 := by
  obtain ⟨s, hs, h⟩ := williams_error_formula hE N δ
  have hb := abs_le.mp (hM s hs)
  have hd : 0 ≤ δ ^ 4 := by positivity
  have hl := mul_le_mul_of_nonneg_left hb.1 hd
  have hu := mul_le_mul_of_nonneg_left hb.2 hd
  rw [h, abs_le]
  constructor <;> nlinarith [hl, hu]

end

end WilliamsTransitionState
```

```lean
#print axioms WilliamsTransitionState.williams_error_unit
#print axioms WilliamsTransitionState.estimate_lt_of_pos
#print axioms WilliamsTransitionState.lt_estimate_of_neg
#print axioms WilliamsTransitionState.abs_error_le
```

```
'WilliamsTransitionState.williams_error_unit' depends on axioms: [propext, Classical.choice, Quot.sound]
'WilliamsTransitionState.estimate_lt_of_pos' depends on axioms: [propext, Classical.choice, Quot.sound]
'WilliamsTransitionState.lt_estimate_of_neg' depends on axioms: [propext, Classical.choice, Quot.sound]
'WilliamsTransitionState.abs_error_le' depends on axioms: [propext, Classical.choice, Quot.sound]
```

## Reading the Lean statements

`williamsEstimate E N δ` is $W$, with `deriv E` for the slope. `williamsError` is the true change minus the estimate, so a positive value means that the estimate is too low; many texts define an error with the opposite sign. The hypothesis `ContDiff ℝ 4 E` is the smoothness of the energy, and `iteratedDeriv 4 E` is its fourth derivative. `Ioo (0 : ℝ) 1` is the open unit interval: `s` is a fraction of the path, whereas `x` in `williams_error_unit` and `ionisation_error` is an occupation or electron number.

`williams_error_formula` is the general identity. `williams_error_unit` fills an empty orbital, and `ionisation_error` removes one electron from any real `N`. The two sign theorems, `estimate_lt_of_pos` and `lt_estimate_of_neg`, require `δ ≠ 0`, because with no transfer the estimate and the true change are both zero. `abs_error_le` is the bound with `M`.

## Cauchy's theorem in product form

`power_mean_value` is the comparison with a power, written without division. `tangent_remainder` uses it with exponents 2 and 1, then cancels the nonzero factor `d - a`.

`unit_error` carries the main argument. `hφ` and `hφ1` establish the two derivatives of $\varphi$, with `ring` confirming that the product and chain rules give the stated expressions. Three equations follow: `e1` compares $\varphi$ with the fourth power, `e2` compares $\varphi'$ with the third, and `e3` is the tangent remainder. The goal is multiplied by $12c^3d^2$, which is positive, and `linear_combination` adds the three equations with the weights that eliminate $\varphi'(c)$ and $\varphi''(d)$.

`williams_error_formula` supplies `unit_error` with the derivatives along the charging path. Each differentiation brings out one factor of `δ`, through `hasDerivAt_path`. The sign theorems multiply the assumed sign by the positive number `δ ^ 4`. The bound multiplies the two inequalities contained in the absolute value by `δ ^ 4`, using only that it is non-negative, so `δ = 0` is allowed there.

## What the formula fixes, and what it leaves to the energy model

The identity holds for every energy function that meets the smoothness hypothesis, for a transfer of any size and either direction. It gives the existence of an intermediate point but no way to compute it, so in general it supplies a sign or a bound and not a correction to add to the estimate. If the fourth derivative is constant along the path, as for a quartic energy, the position of the point does not matter and the formula gives the exact correction. The sign theorems need the sign of the fourth derivative throughout the open interval; its value at one occupation is not enough.

The step from the model to a calculation is Janak's theorem, which identifies the slope of the converged total energy with the eigenvalue of the orbital whose occupation varies. In Lean the slope is simply the derivative of `E`, and eigenvalues do not appear. Incomplete convergence, or a change of orbital between the two runs, can break that identification.

Smoothness is a physical condition too. It requires a self-consistent solution that follows one state as the occupation changes, without a jump or a kink, and this alone is not enough. With local-density exchange, for example, the energy of a one-electron atom whose orbital has occupation $n$ contains a term proportional to $n^{4/3}$ near $n=0$, so its second derivative diverges as the orbital empties and the error formula is not guaranteed there. Occupations below 0 or above 1 have no physical meaning for a spin orbital, although `E` is defined there. An energy with four continuous derivatives on the closed interval, one-sided at its ends, can be continued beyond them by Taylor polynomials; this continuation is a standard argument added here, not part of the Lean proof.
